# Two frustrated antiferromagnetic rungs: sign-obstructed in the site basis, sign-free in a signed singlet-triplet basis

Take four spins 1/2 with \(\hbar=1\) and
\[
H=J_r(\mathbf S_1\cdot\mathbf S_2+\mathbf S_3\cdot\mathbf S_4)+J(\mathbf S_1+\mathbf S_2)\cdot(\mathbf S_3+\mathbf S_4),\qquad J_r,J>0 .
\]
A Monte Carlo method that samples products of matrix elements of \(-H\) in the site basis meets negative weights. Moving a single up spin from site 1 to 2, to 3 and back to 1 contributes
\[
\left(-\tfrac{J_r}{2}\right)\left(-\tfrac J2\right)\left(-\tfrac J2\right)=-\tfrac{J_rJ^2}{8}<0,
\]
which is not a probability. Changing the signs of the basis states does not help, because each sign enters the closed path twice. For this four-spin model, a change to rung singlets and triplets removes the sign problem.

```lean
import Mathlib

open Matrix
open scoped Kronecker

namespace FrustratedLadderSign

noncomputable section
```

## The ladder in the site basis

Sites 1 and 2 form the first rung, sites 3 and 4 the second. A rung state is a pair of indices, with 0 for up and 1 for down.

```lean
/-- The two spins 1/2 of a rung in the site basis; 0 is up and 1 is down. -/
abbrev Rung := Fin 2 × Fin 2
```

All matrices are real. The one-spin operators are \(S^z=\mathrm{diag}(\tfrac12,-\tfrac12)\), \(S^+\) and \(S^-\).

```lean
/-- The spin-1/2 matrix of Sz. -/
def sz : Matrix (Fin 2) (Fin 2) ℝ := !![1/2, 0; 0, -1/2]

/-- The spin-1/2 raising matrix. -/
def sp : Matrix (Fin 2) (Fin 2) ℝ := !![0, 1; 0, 0]

/-- The spin-1/2 lowering matrix. -/
def sm : Matrix (Fin 2) (Fin 2) ℝ := !![0, 0; 1, 0]
```

Within a rung, \(\mathbf S\cdot\mathbf S'=S^zS'^z+\tfrac12(S^+S'^-+S^-S'^+)\), where a product of operators on different spins is a Kronecker product.

```lean
/-- The exchange S·S' of the two spins of a rung, written with ladder operators. -/
def rungDot : Matrix Rung Rung ℝ :=
  sz ⊗ₖ sz + (1/2 : ℝ) • (sp ⊗ₖ sm + sm ⊗ₖ sp)
```

A one-spin operator \(A\) summed over a rung is \(A_{\rm tot}=A\otimes1+1\otimes A\).

```lean
/-- The sum over the two spins of a rung of a one-spin operator. -/
def tot (A : Matrix (Fin 2) (Fin 2) ℝ) : Matrix Rung Rung ℝ := A ⊗ₖ 1 + 1 ⊗ₖ A
```

The same ladder-operator formula, applied to the two rung totals, gives the coupling \(J\) and the full \(16\times16\) Hamiltonian.

```lean
/-- The Hamiltonian Jr (S1·S2 + S3·S4) + J (S1 + S2)·(S3 + S4) in the site basis. -/
def ladderH (Jr J : ℝ) : Matrix (Rung × Rung) (Rung × Rung) ℝ :=
  Jr • (rungDot ⊗ₖ 1 + 1 ⊗ₖ rungDot) +
    J • (tot sz ⊗ₖ tot sz + (1/2 : ℝ) • (tot sp ⊗ₖ tot sm + tot sm ⊗ₖ tot sp))
```

## Rung states and their signs

With \(a=1/\sqrt2\), the rung states, numbered 0 to 3, are
\[
a(|{\uparrow\downarrow}\rangle-|{\downarrow\uparrow}\rangle),\quad |{\uparrow\uparrow}\rangle,\quad a(|{\uparrow\downarrow}\rangle+|{\downarrow\uparrow}\rangle),\quad |{\downarrow\downarrow}\rangle .
\]
They are the columns of a matrix \(U\), called `rungBasis`.

```lean
/-- The amplitude 1/√2. -/
def amp : ℝ := 1 / √2

/-- The columns are the rung singlet and the rung triplets with m = 1, 0, -1. -/
def rungBasis : Matrix Rung (Fin 4) ℝ := Matrix.of fun p k =>
  (![![![0, 1, 0, 0], ![amp, 0, amp, 0]],
     ![![-amp, 0, amp, 0], ![0, 0, 0, 1]]] : Fin 2 → Fin 2 → Fin 4 → ℝ) p.1 p.2 k
```

Their magnetic quantum numbers are \(m=0,1,0,-1\), and each rung state has a sign \(\sigma=(-1)^m\).

```lean
/-- The magnetic quantum number m of each rung state. -/
def rungM : Fin 4 → ℤ := ![0, 1, 0, -1]

/-- The sign (-1)^m of a rung state. -/
def rungSign (k : Fin 4) : ℝ := (-1) ^ rungM k
```

Let \(R\) be the matrix of total \(S^+\) in these states. Its only nonzero entries are \(R_{12}=R_{23}=2a=\sqrt2\).

```lean
/-- The total raising operator of a rung in the singlet-triplet basis. -/
def rungRaise : Matrix (Fin 4) (Fin 4) ℝ :=
  !![0, 0, 0, 0; 0, 0, 2 * amp, 0; 0, 0, 0, 2 * amp; 0, 0, 0, 0]
```

The signed basis multiplies each product of rung states by \(\sigma\) of the first rung only. Using \((-1)^{m_1+m_2}\) instead would achieve nothing: \(H\) conserves \(m_1+m_2\), so that factor is the same on both sides of every nonzero matrix element.

```lean
/-- Products of rung states, multiplied by (-1)^m of the first rung. -/
def signedBasis : Matrix (Rung × Rung) (Fin 4 × Fin 4) ℝ :=
  (rungBasis ⊗ₖ rungBasis) * diagonal (fun k : Fin 4 × Fin 4 => rungSign k.1)
```

`rungH` is \(H\) transformed to this basis.

```lean
/-- The Hamiltonian in the signed singlet-triplet basis. -/
def rungH (Jr J : ℝ) : Matrix (Fin 4 × Fin 4) (Fin 4 × Fin 4) ℝ :=
  signedBasisᵀ * ladderH Jr J * signedBasis
```

The calculations below need \(a^2=\tfrac12\).

```lean
/-- The square of the amplitude 1/√2 is 1/2. -/
theorem amp_sq : amp * amp = 1 / 2 := by
  unfold amp
  rw [div_mul_div_comm, Real.mul_self_sqrt (by norm_num)]
  norm_num
```

## Conserved rung exchanges

If \(P\) swaps the spins of a rung, then \(\mathbf S\cdot\mathbf S'=\tfrac12P-\tfrac14\). Since \(P\) leaves \(A\otimes1+1\otimes A\) unchanged, the exchange commutes with every \(A_{\rm tot}\). Lean compares the matrix entries directly.

```lean
/-- The exchange within a rung commutes with the sum of any one-spin operator over the rung. -/
theorem tot_commute_rungDot (A : Matrix (Fin 2) (Fin 2) ℝ) : Commute (tot A) rungDot := by
  change tot A * rungDot = rungDot * tot A
  ext ⟨a, b⟩ ⟨c, d⟩
  fin_cases a <;> fin_cases b <;> fin_cases c <;> fin_cases d <;>
    simp [tot, rungDot, sz, sp, sm, Matrix.mul_apply, Fintype.sum_prod_type,
      Fin.sum_univ_two, -mul_eq_mul_left_iff, -mul_eq_mul_right_iff]
  all_goals linarith
```

Each term of \(H\) is a Kronecker product whose factors are the identity, the rung exchange or a rung total. All of these commute with the rung exchange, so \(H\) commutes with \(\mathbf S_1\cdot\mathbf S_2\) and \(\mathbf S_3\cdot\mathbf S_4\). In the proof, `key` turns commuting factors into commuting Kronecker products, and the terms are then added.

```lean
/-- The Hamiltonian commutes with S1·S2 and with S3·S4. -/
theorem ladderH_commute (Jr J : ℝ) :
    Commute (ladderH Jr J) (rungDot ⊗ₖ (1 : Matrix Rung Rung ℝ)) ∧
      Commute (ladderH Jr J) ((1 : Matrix Rung Rung ℝ) ⊗ₖ rungDot) := by
  have key : ∀ {A B C D : Matrix Rung Rung ℝ}, Commute A B → Commute C D →
      Commute (A ⊗ₖ C) (B ⊗ₖ D) := by
    intro A B C D h h'
    change (A ⊗ₖ C) * (B ⊗ₖ D) = (B ⊗ₖ D) * (A ⊗ₖ C)
    rw [← Matrix.mul_kronecker_mul, ← Matrix.mul_kronecker_mul, h.eq, h'.eq]
  have t := tot_commute_rungDot
  unfold ladderH
  constructor
  · exact (((key (Commute.refl _) (Commute.refl _)).add_left
      (key (Commute.one_left _) (Commute.one_right _))).smul_left Jr).add_left
      (((key (t sz) (Commute.one_right _)).add_left
        (((key (t sp) (Commute.one_right _)).add_left
          (key (t sm) (Commute.one_right _))).smul_left _)).smul_left J)
  · exact (((key (Commute.one_right _) (Commute.one_left _)).add_left
      (key (Commute.refl _) (Commute.refl _))).smul_left Jr).add_left
      (((key (Commute.one_right _) (t sz)).add_left
        (((key (Commute.one_right _) (t sm)).add_left
          (key (Commute.one_right _) (t sp))).smul_left _)).smul_left J)
```

## The triangle that signs cannot repair

Consider the states with one up spin, on site 1, 2 or 3. The flip term \(\tfrac12(S^+S'^-+S^-S'^+)\) joins sites 1 and 2 with strength \(J_r/2\), and site 3 to each of them with \(J/2\).

```lean
/-- The three states with one up spin, on site 1, 2 or 3, are joined pairwise by the
matrix elements Jr/2, J/2 and J/2. -/
theorem site_triangle (Jr J : ℝ) :
    ladderH Jr J ((0, 1), (1, 1)) ((1, 0), (1, 1)) = Jr / 2 ∧
    ladderH Jr J ((0, 1), (1, 1)) ((1, 1), (0, 1)) = J / 2 ∧
    ladderH Jr J ((1, 0), (1, 1)) ((1, 1), (0, 1)) = J / 2 := by
  refine ⟨?_, ?_, ?_⟩ <;>
    simp [ladderH, tot, rungDot, sz, sp, sm,
      -mul_eq_mul_left_iff, -mul_eq_mul_right_iff]
  all_goals linarith
```

Signs \(d_1,d_2,d_3=\pm1\) turn these entries into \(d_1d_2J_r/2\), \(d_1d_3J/2\) and \(d_2d_3J/2\). Their product is
\[
d_1^2d_2^2d_3^2\,\frac{J_rJ^2}{8}=\frac{J_rJ^2}{8}>0,
\]
whereas three nonpositive numbers have a nonpositive product. The argument needs only \(J_r>0\) and \(J\ne0\). Lean reaches the contradiction by going through the signs of \(J\) and of the three states.

```lean
/-- For Jr > 0 and J ≠ 0 no choice of signs ±1 for the site-basis states makes all
off-diagonal entries of the Hamiltonian nonpositive. -/
theorem site_basis_sign_obstruction {Jr J : ℝ} (hJr : 0 < Jr) (hJ : J ≠ 0) :
    ¬ ∃ d : Rung × Rung → ℝ, (∀ p, d p = 1 ∨ d p = -1) ∧
      ∀ p q, p ≠ q → (diagonal d * ladderH Jr J * diagonal d) p q ≤ 0 := by
  rintro ⟨d, hd, h⟩
  obtain ⟨e1, e2, e3⟩ := site_triangle Jr J
  have h1 := h ((0, 1), (1, 1)) ((1, 0), (1, 1)) (by decide)
  have h2 := h ((0, 1), (1, 1)) ((1, 1), (0, 1)) (by decide)
  have h3 := h ((1, 0), (1, 1)) ((1, 1), (0, 1)) (by decide)
  rw [Matrix.mul_diagonal, Matrix.diagonal_mul] at h1 h2 h3
  rw [e1] at h1
  rw [e2] at h2
  rw [e3] at h3
  -- the three signs around the triangle cannot all be made negative
  rcases lt_or_gt_of_ne hJ with hJ | hJ <;>
  rcases hd ((0, 1), (1, 1)) with a | a <;>
  rcases hd ((1, 0), (1, 1)) with b | b <;>
  rcases hd ((1, 1), (0, 1)) with c | c <;>
  rw [a, b] at h1 <;> rw [a, c] at h2 <;> rw [b, c] at h3 <;> linarith
```

The condition \(J\neq0\) matters. At \(J=0\) the rungs decouple, and a minus sign for each down spin on sites 1 and 3 makes every off-diagonal entry nonpositive.

## Matrix elements between rung states

Acting on the rung states, \(A_{\rm tot}\) multiplies the singlet by \(A_{00}+A_{11}\) and gives on the triplets
\[
\begin{aligned}
A_{\rm tot}|1\rangle&=2A_{00}|1\rangle+\sqrt2A_{10}|2\rangle,\\
A_{\rm tot}|2\rangle&=\sqrt2A_{01}|1\rangle+(A_{00}+A_{11})|2\rangle+\sqrt2A_{10}|3\rangle,\\
A_{\rm tot}|3\rangle&=\sqrt2A_{01}|2\rangle+2A_{11}|3\rangle .
\end{aligned}
\]

```lean
set_option maxHeartbeats 400000 in
/-- The sum over a rung of any one-spin operator acts separately on the singlet and
on the triplets, with the displayed matrix. -/
theorem tot_mul_rungBasis (A : Matrix (Fin 2) (Fin 2) ℝ) :
    tot A * rungBasis = rungBasis *
      !![A 0 0 + A 1 1, 0, 0, 0;
         0, 2 * A 0 0, 2 * amp * A 0 1, 0;
         0, 2 * amp * A 1 0, A 0 0 + A 1 1, 2 * amp * A 0 1;
         0, 0, 2 * amp * A 1 0, 2 * A 1 1] := by
  have hb : amp * amp * A 0 1 = 1 / 2 * A 0 1 := by rw [amp_sq]
  have hc : amp * amp * A 1 0 = 1 / 2 * A 1 0 := by rw [amp_sq]
  ext ⟨a, b⟩ k
  fin_cases a <;> fin_cases b <;> fin_cases k <;>
    simp [tot, rungBasis, Matrix.mul_apply, Fintype.sum_prod_type, Fin.sum_univ_two,
      Fin.sum_univ_four, Matrix.one_apply, -mul_eq_mul_left_iff, -mul_eq_mul_right_iff]
  all_goals linarith
```

Setting \(A=S^z,S^+,S^-\) gives \(\mathrm{diag}(m)\), \(R\) and \(R^T\). The swap \(P\) is \(-1\) on the singlet and \(+1\) on the triplets, so the exchange is \(-\tfrac34\) or \(\tfrac14\). In Lean, `pull` uses \(U^TU=1\) to pass from \(AU=UM\) to \(U^TAU=M\).

```lean
set_option maxHeartbeats 400000 in
/-- The singlet and triplets of a rung are orthonormal; the rung exchange is diagonal with
entries -3/4 and 1/4, total Sz is diagonal with entries m, and the total ladder operators are
the raising matrix and its transpose. -/
theorem rung_matrix_elements :
    rungBasisᵀ * rungBasis = 1 ∧
    rungBasisᵀ * rungDot * rungBasis = diagonal ![-3/4, 1/4, 1/4, 1/4] ∧
    rungBasisᵀ * tot sz * rungBasis = diagonal (fun k => (rungM k : ℝ)) ∧
    rungBasisᵀ * tot sp * rungBasis = rungRaise ∧
    rungBasisᵀ * tot sm * rungBasis = rungRaiseᵀ := by
  have hc := amp_sq
  have o : rungBasisᵀ * rungBasis = 1 := by
    ext i j
    fin_cases i <;> fin_cases j <;>
      simp [rungBasis, Matrix.mul_apply, Fintype.sum_prod_type, Fin.sum_univ_two]
    all_goals linarith
  have hd : rungDot * rungBasis =
      rungBasis * diagonal (![-3/4, 1/4, 1/4, 1/4] : Fin 4 → ℝ) := by
    ext ⟨a, b⟩ k
    rw [Matrix.mul_diagonal]
    fin_cases a <;> fin_cases b <;> fin_cases k <;>
      simp [rungBasis, rungDot, sz, sp, sm, Matrix.mul_apply, Fintype.sum_prod_type,
        Fin.sum_univ_two, -mul_eq_mul_left_iff, -mul_eq_mul_right_iff]
    all_goals linarith
  -- an intertwining relation and orthonormality give the matrix elements
  have pull : ∀ (A : Matrix Rung Rung ℝ) (M : Matrix (Fin 4) (Fin 4) ℝ),
      A * rungBasis = rungBasis * M → rungBasisᵀ * A * rungBasis = M := by
    intro A M h
    rw [Matrix.mul_assoc, h, ← Matrix.mul_assoc, o, Matrix.one_mul]
  refine ⟨o, pull _ _ hd, ?_, ?_, ?_⟩ <;> rw [pull _ _ (tot_mul_rungBasis _)] <;>
    ext i j <;> fin_cases i <;> fin_cases j <;> simp [sz, sp, sm, rungM, rungRaise]
  all_goals linarith
```

Let \(k=(k_1,k_2)\) and \(l=(l_1,l_2)\) be different product states. The exchange and \(S^zS^z\) terms are diagonal and drop out (`off`). What remains is
\[
\sigma_{k_1}\sigma_{l_1}\frac J2\left(R_{k_1l_1}R_{l_2k_2}+R_{l_1k_1}R_{k_2l_2}\right).
\]
A nonzero entry of \(R\) changes \(m\) by one, so \(\sigma_{k_1}\sigma_{l_1}=-1\) wherever it counts (`flip`). Hence
\[
H_{kl}=-\frac J2\left(R_{k_1l_1}R_{l_2k_2}+R_{l_1k_1}R_{k_2l_2}\right).
\]

```lean
/-- In the signed rung basis each off-diagonal entry is -J/2 times a sum of products of
raising and lowering matrix elements on the two rungs. -/
theorem rungH_offdiag (Jr J : ℝ) {k l : Fin 4 × Fin 4} (hkl : k ≠ l) :
    rungH Jr J k l = -(J / 2) * (rungRaise k.1 l.1 * rungRaise l.2 k.2 +
      rungRaise l.1 k.1 * rungRaise k.2 l.2) := by
  obtain ⟨o, hdot, hz, hp, hm⟩ := rung_matrix_elements
  have conj : ∀ A B : Matrix Rung Rung ℝ,
      (rungBasis ⊗ₖ rungBasis)ᵀ * (A ⊗ₖ B) * (rungBasis ⊗ₖ rungBasis) =
        (rungBasisᵀ * A * rungBasis) ⊗ₖ (rungBasisᵀ * B * rungBasis) := by
    intro A B
    rw [Matrix.mul_kronecker_mul, Matrix.mul_kronecker_mul]
    rfl
  -- the Hamiltonian between unsigned products of rung states
  have form : (rungBasis ⊗ₖ rungBasis)ᵀ * ladderH Jr J * (rungBasis ⊗ₖ rungBasis) =
      Jr • (diagonal ![-3/4, 1/4, 1/4, 1/4] ⊗ₖ 1 + 1 ⊗ₖ diagonal ![-3/4, 1/4, 1/4, 1/4]) +
      J • (diagonal (fun k => (rungM k : ℝ)) ⊗ₖ diagonal (fun k => (rungM k : ℝ)) +
        (1/2 : ℝ) • (rungRaise ⊗ₖ rungRaiseᵀ + rungRaiseᵀ ⊗ₖ rungRaise)) := by
    simp only [ladderH, Matrix.mul_add, Matrix.add_mul, Matrix.mul_smul, Matrix.smul_mul,
      conj, hdot, hz, hp, hm, Matrix.mul_one, o]
  have e : rungH Jr J = diagonal (fun k : Fin 4 × Fin 4 => rungSign k.1) *
      ((rungBasis ⊗ₖ rungBasis)ᵀ * ladderH Jr J * (rungBasis ⊗ₖ rungBasis)) *
      diagonal (fun k : Fin 4 × Fin 4 => rungSign k.1) := by
    unfold rungH signedBasis
    rw [Matrix.transpose_mul, Matrix.diagonal_transpose]
    simp only [Matrix.mul_assoc]
  have off : ∀ f g : Fin 4 → ℝ, diagonal f k.1 l.1 * diagonal g k.2 l.2 = 0 := by
    intro f g
    by_cases h1 : k.1 = l.1
    · have h2 : k.2 ≠ l.2 := fun h2 => hkl (Prod.ext h1 h2)
      rw [Matrix.diagonal_apply_ne g h2, mul_zero]
    · rw [Matrix.diagonal_apply_ne f h1, zero_mul]
  -- a ladder operator changes m by one, so the sign factor reverses it
  have flip : ∀ a b, rungSign a * rungRaise a b * rungSign b = -rungRaise a b := by
    intro a b
    fin_cases a <;> fin_cases b <;> simp [rungSign, rungM, rungRaise]
  have h1 := off ![-3/4, 1/4, 1/4, 1/4] (fun _ => 1)
  have h2 := off (fun _ => 1) ![-3/4, 1/4, 1/4, 1/4]
  have h3 := off (fun k => (rungM k : ℝ)) (fun k => (rungM k : ℝ))
  rw [Matrix.diagonal_one] at h1 h2
  rw [e, form, Matrix.mul_diagonal, Matrix.diagonal_mul]
  simp only [Matrix.add_apply, Matrix.smul_apply, Matrix.kroneckerMap_apply, smul_eq_mul,
    Matrix.transpose_apply]
  linear_combination rungSign k.1 * rungSign l.1 * (Jr * h1 + Jr * h2 + J * h3) +
    J / 2 * rungRaise l.2 k.2 * flip k.1 l.1 + J / 2 * rungRaise k.2 l.2 * flip l.1 k.1
```

The entries of \(R\) are nonnegative, so \(H_{kl}\le0\) for \(J\ge0\) and any real \(J_r\). The signed basis is orthonormal because \(U\otimes U\) has orthonormal columns and \(\sigma^2=1\).

```lean
/-- The signed singlet-triplet basis is orthonormal, and for J ≥ 0 and any Jr all off-diagonal
entries of the Hamiltonian in it are nonpositive. -/
theorem rung_basis_sign_free :
    signedBasisᵀ * signedBasis = 1 ∧
    ∀ Jr J : ℝ, 0 ≤ J → ∀ k l, k ≠ l → rungH Jr J k l ≤ 0 := by
  constructor
  · have hU : (rungBasis ⊗ₖ rungBasis)ᵀ * (rungBasis ⊗ₖ rungBasis) = 1 := by
      rw [show (rungBasis ⊗ₖ rungBasis)ᵀ = rungBasisᵀ ⊗ₖ rungBasisᵀ from rfl,
        ← Matrix.mul_kronecker_mul, rung_matrix_elements.1, Matrix.one_kronecker_one]
    have hs : ∀ a, rungSign a * rungSign a = 1 := by
      intro a
      fin_cases a <;> simp [rungSign, rungM]
    rw [signedBasis, Matrix.transpose_mul, Matrix.diagonal_transpose, Matrix.mul_assoc,
      ← Matrix.mul_assoc (rungBasis ⊗ₖ rungBasis)ᵀ, hU, Matrix.one_mul,
      Matrix.diagonal_mul_diagonal]
    simp only [hs, Matrix.diagonal_one]
  · intro Jr J hJ k l hkl
    have ha : 0 ≤ amp := by unfold amp; positivity
    have hr : ∀ a b, 0 ≤ rungRaise a b := by
      intro a b
      fin_cases a <;> fin_cases b <;> simp [rungRaise, ha]
    rw [rungH_offdiag Jr J hkl, neg_mul]
    exact neg_nonpos.mpr (mul_nonneg (by linarith)
      (add_nonneg (mul_nonneg (hr _ _) (hr _ _)) (mul_nonneg (hr _ _) (hr _ _))))
```

## Nonnegative Monte Carlo weights

Choose \(\Lambda\) at least as large as every diagonal entry of \(H\) in the signed basis. Then \(\Lambda-H\) has nonnegative entries on and off the diagonal. By induction so do its powers, starting from the identity at \(n=0\):
\[
\left[(\Lambda-H)^{n+1}\right]_{kl}=\sum_j\left[(\Lambda-H)^n\right]_{kj}(\Lambda-H)_{jl}\ge0 .
\]

```lean
/-- If J ≥ 0 and Λ bounds the diagonal entries of the Hamiltonian in the signed rung basis,
every entry of every power of Λ - H in that basis is nonnegative. -/
theorem power_weights_nonneg {Jr J Λ : ℝ} (hJ : 0 ≤ J) (hΛ : ∀ k, rungH Jr J k k ≤ Λ)
    (n : ℕ) (k l : Fin 4 × Fin 4) :
    0 ≤ ((Λ • (1 : Matrix (Fin 4 × Fin 4) (Fin 4 × Fin 4) ℝ) - rungH Jr J) ^ n) k l := by
  have hpos : ∀ i j, 0 ≤
      (Λ • (1 : Matrix (Fin 4 × Fin 4) (Fin 4 × Fin 4) ℝ) - rungH Jr J) i j := by
    intro i j
    rw [Matrix.sub_apply, Matrix.smul_apply, smul_eq_mul]
    by_cases h : i = j
    · subst h
      rw [Matrix.one_apply_eq]
      linarith [hΛ i]
    · rw [Matrix.one_apply_ne h]
      linarith [rung_basis_sign_free.2 Jr J hJ i j h]
  -- a product of nonnegative matrices is nonnegative
  induction n generalizing l with
  | zero =>
    rw [pow_zero, Matrix.one_apply]
    split_ifs <;> norm_num
  | succ n ih =>
    rw [pow_succ, Matrix.mul_apply]
    exact Finset.sum_nonneg fun j _ => mul_nonneg (ih j) (hpos j l)

end

end FrustratedLadderSign
```

```lean
#print axioms FrustratedLadderSign.ladderH_commute
-- 'FrustratedLadderSign.ladderH_commute' depends on axioms: [propext, Classical.choice, Quot.sound]
#print axioms FrustratedLadderSign.site_basis_sign_obstruction
-- 'FrustratedLadderSign.site_basis_sign_obstruction' depends on axioms: [propext, Classical.choice, Quot.sound]
#print axioms FrustratedLadderSign.rung_basis_sign_free
-- 'FrustratedLadderSign.rung_basis_sign_free' depends on axioms: [propext, Classical.choice, Quot.sound]
#print axioms FrustratedLadderSign.power_weights_nonneg
-- 'FrustratedLadderSign.power_weights_nonneg' depends on axioms: [propext, Classical.choice, Quot.sound]
```

These are statements about two rungs with equal couplings between all four inter-rung pairs of spins. The equality is an idealisation: it lets the inter-rung coupling depend on the total rung spins alone, and so conserves each rung's exchange. Longer ladders and unequal couplings are not treated, and the obstruction concerns sign changes of the site states, not other changes of basis.
